# One step of finite-temperature purification turns any Hermitian matrix into one with occupations in [0, 1]

For non-interacting electrons at inverse temperature $\beta$ and chemical potential $\mu$, the density matrix is $f(K)=(1+e^K)^{-1}$ with $K=\beta(H-\mu)$, where $H$ is the one-particle Hamiltonian. A recursion can build it by starting at high temperature, where $f$ is nearly linear in $H$, and cooling step by step. If the spectral width of $H$ was underestimated, the linear starting matrix can have eigenvalues below 0 or above 1. Does the next step still make sense?

## Bounds that need no spectral estimate

Let $X$ be a Hermitian matrix over $\mathbb R$ or $\mathbb C$; real symmetric matrices are the real case. One step of the recursion is

$$Y=X^2M^{-1},\qquad M=X^2+(1-X)^2 .$$

Whatever the spectrum of $X$:

- $M-\tfrac12$ is positive semidefinite, and $M$ is invertible;
- $Y$ is Hermitian, and both $Y$ and $1-Y$ are positive semidefinite.

On thermal states the step is exact: it sends $f(K)$ to $f(2K)$, which doubles $\beta$ at fixed $H$ and $\mu$.

## The linear solve and the occupations

Each step amounts to solving the linear system $MY=X^2$. The lower bound means that no eigenvalue of $M$ is smaller than $\tfrac12$, so the system never becomes singular. Since $Y$ is again Hermitian, the same bounds hold at every later step. If the input is Hermitian and the step is carried out exactly, a poor spectral estimate therefore cannot leave an occupation outside $[0,1]$.

Admissible occupations need not be accurate ones. On eigenvalues the step is $x\mapsto x^2/(x^2+(1-x)^2)$, which sends 1 to 1 but 2 to $4/5$, so the order of the occupations can be lost when the input leaves $[0,1]$.

## Derivation by completing squares

**Lower bound.** Expanding gives $M=2X^2-2X+1$, so

$$M-\tfrac12=2\left(X-\tfrac12\right)^2,$$

and the square of a Hermitian matrix is positive semidefinite.

**Invertibility.** Likewise $2M=1+(2X-1)^2$, the identity plus a positive semidefinite matrix. This is positive definite, hence invertible.

**Positivity of $Y$.** Write $N=M^{-1}$. It is Hermitian, and it commutes with $X$ because $M$ does. Inserting $MN=1$,

$$Y=X^2N=NX\,X=NX(MN)X=NXMXN .$$

Substituting the definition of $M$ gives

$$Y=A^\dagger A+B^\dagger B,\qquad A=X^2N,\quad B=(1-X)XN .$$

So $Y$ is positive semidefinite, and in particular Hermitian.

**Positivity of $1-Y$.** Replacing $X$ by $1-X$ leaves $M$ unchanged. The outputs for $X$ and $1-X$ add up to $(X^2+(1-X)^2)N=1$, so the output for $1-X$ is $1-Y$. Since $1-X$ is Hermitian, the previous result applies to it.

**Thermal states.** Let $E=e^K$ and $X=f(K)$. The matrix $1+E$ is invertible because $E=(e^{K/2})^2$ is a Hermitian square. From $(1+E)X=X(1+E)=1$ follows $1-X=EX=XE$, hence

$$M=X^2+(EX)^2=(1+E^2)X^2 .$$

Multiplying by $M^{-1}$ from the right gives $1=(1+E^2)Y$. Since $E^2=e^{2K}$, this says $Y=f(2K)$. Repeating the step $m$ times gives $f(2^mK)$.

## The Lean file

```lean
import Mathlib

open Matrix
open scoped ComplexOrder

namespace FiniteTemperaturePurification

noncomputable section

variable {𝕜 : Type*} [RCLike 𝕜] {n : Type*} [Fintype n] [DecidableEq n]

/-- The denominator `X² + (1 - X)²` of the finite-temperature recursion. -/
def denom (X : Matrix n n 𝕜) : Matrix n n 𝕜 := X ^ 2 + (1 - X) ^ 2

/-- One step of the finite-temperature recursion, `X ↦ X² (X² + (1 - X)²)⁻¹`. -/
def fermiStep (X : Matrix n n 𝕜) : Matrix n n 𝕜 := X ^ 2 * (denom X)⁻¹

/-- The Fermi-Dirac density matrix `(1 + exp K)⁻¹`, where `K` stands for `β (H - μ)`. -/
def fermiDirac (K : Matrix n n 𝕜) : Matrix n n 𝕜 := (1 + NormedSpace.exp K)⁻¹

private lemma isUnit_one_add_sq (B : Matrix n n 𝕜) : IsUnit (1 + Bᴴ * B) :=
  (PosDef.one.add_posSemidef (posSemidef_conjTranspose_mul_self B)).isUnit

private lemma mul_inv_of_isUnit {M : Matrix n n 𝕜} (h : IsUnit M) : M * M⁻¹ = 1 :=
  Matrix.mul_nonsing_inv _ ((Matrix.isUnit_iff_isUnit_det _).mp h)

private lemma commute_inv {A M : Matrix n n 𝕜} (hM : IsUnit M) (h : A * M = M * A) :
    A * M⁻¹ = M⁻¹ * A := by
  have h1 := mul_inv_of_isUnit hM
  have h2 : M⁻¹ * M = 1 := mul_eq_one_comm.mp h1
  calc A * M⁻¹ = M⁻¹ * M * A * M⁻¹ := by rw [h2, one_mul]
    _ = M⁻¹ * (A * M) * M⁻¹ := by rw [h]; simp only [mul_assoc]
    _ = M⁻¹ * A := by rw [mul_assoc, mul_assoc, h1, mul_one]

/-- For Hermitian `X` the denominator is bounded below by one half. -/
theorem denom_sub_half_posSemidef {X : Matrix n n 𝕜} (hX : X.IsHermitian) :
    (denom X - (1 / 2 : 𝕜) • (1 : Matrix n n 𝕜)).PosSemidef := by
  have hA : (X - (1 / 2 : 𝕜) • (1 : Matrix n n 𝕜))ᴴ = X - (1 / 2 : 𝕜) • 1 := by
    rw [conjTranspose_sub, conjTranspose_smul, conjTranspose_one, hX.eq]
    simp
  have hsq := posSemidef_conjTranspose_mul_self (X - (1 / 2 : 𝕜) • (1 : Matrix n n 𝕜))
  rw [hA] at hsq
  -- completing the square: the difference is twice the square of `X - 1/2`
  have key : denom X - (1 / 2 : 𝕜) • (1 : Matrix n n 𝕜)
      = (X - (1 / 2 : 𝕜) • 1) * (X - (1 / 2 : 𝕜) • 1)
        + (X - (1 / 2 : 𝕜) • 1) * (X - (1 / 2 : 𝕜) • 1) := by
    simp only [denom, pow_two, sub_mul, mul_sub, smul_mul_assoc, mul_smul_comm,
      one_mul, mul_one]
    module
  rw [key]
  exact hsq.add hsq

/-- For Hermitian `X` the denominator is invertible. -/
theorem isUnit_denom {X : Matrix n n 𝕜} (hX : X.IsHermitian) : IsUnit (denom X) := by
  have hB : (X + X - 1)ᴴ = X + X - 1 := by
    rw [conjTranspose_sub, conjTranspose_add, conjTranspose_one, hX.eq]
  -- twice the denominator is one plus a square
  have h : denom X + denom X = 1 + (X + X - 1)ᴴ * (X + X - 1) := by
    rw [hB]
    unfold denom
    noncomm_ring
  obtain ⟨u, hu⟩ := isUnit_one_add_sq (X + X - 1)
  have h1 : denom X * ((↑u⁻¹ : Matrix n n 𝕜) + ↑u⁻¹) = 1 := by
    rw [mul_add, ← add_mul, h, ← hu, Units.mul_inv]
  exact ⟨⟨denom X, _, h1, mul_eq_one_comm.mp h1⟩, rfl⟩

/-- Every matrix that commutes with the Hermitian input `X` commutes with the output of
the step. -/
theorem fermiStep_commute {X A : Matrix n n 𝕜} (hX : X.IsHermitian) (h : Commute A X) :
    Commute A (fermiStep X) := by
  have hd : Commute A (denom X) :=
    (h.pow_right 2).add_right (((Commute.one_right A).sub_right h).pow_right 2)
  have hi : Commute A (denom X)⁻¹ := commute_inv (isUnit_denom hX) hd.eq
  exact (h.pow_right 2).mul_right hi

/-- Particle-hole symmetry: for Hermitian `X` the step sends the hole matrix `1 - X` to one minus
the image of `X`. -/
theorem fermiStep_one_sub {X : Matrix n n 𝕜} (hX : X.IsHermitian) :
    fermiStep (1 - X) = 1 - fermiStep X := by
  have hd : denom (1 - X) = denom X := by
    unfold denom
    rw [sub_sub_cancel, add_comm]
  apply eq_sub_of_add_eq
  unfold fermiStep
  rw [hd, ← add_mul, add_comm]
  exact mul_inv_of_isUnit (isUnit_denom hX)

/-- The output of the step is positive semidefinite for every Hermitian input. -/
theorem fermiStep_posSemidef {X : Matrix n n 𝕜} (hX : X.IsHermitian) :
    (fermiStep X).PosSemidef := by
  have hM : (denom X).IsHermitian := by
    unfold denom
    exact (hX.pow 2).add ((isHermitian_one.sub hX).pow 2)
  have hXM : X * denom X = denom X * X := by
    unfold denom
    noncomm_ring
  have hMN := mul_inv_of_isUnit (isUnit_denom hX)
  have hXN := commute_inv (isUnit_denom hX) hXM
  have hN : ((denom X)⁻¹)ᴴ = (denom X)⁻¹ := hM.inv.eq
  have hY : fermiStep X = X * X * (denom X)⁻¹ := by rw [fermiStep, pow_two]
  generalize (denom X)⁻¹ = N at hMN hXN hN hY
  -- the output is a sum of two squares
  have key : fermiStep X = (X * X * N)ᴴ * (X * X * N)
      + ((1 - X) * X * N)ᴴ * ((1 - X) * X * N) := by
    calc fermiStep X = X * X * N := hY
      _ = X * (N * X) := by rw [mul_assoc, hXN]
      _ = N * X * X := by rw [← mul_assoc, hXN]
      _ = N * X * (denom X * N) * X := by rw [hMN, mul_one]
      _ = N * X * denom X * (X * N) := by rw [hXN]; simp only [mul_assoc]
      _ = _ := by
        simp only [conjTranspose_mul, conjTranspose_sub, conjTranspose_one, hX.eq, hN]
        unfold denom
        noncomm_ring
  rw [key]
  exact (posSemidef_conjTranspose_mul_self _).add (posSemidef_conjTranspose_mul_self _)

/-- For every Hermitian `X`, whatever its spectrum, the denominator is at least one half and
invertible, and the output `Y` of the step is Hermitian with `Y` and `1 - Y` positive
semidefinite. -/
theorem fermiStep_wellPosed {X : Matrix n n 𝕜} (hX : X.IsHermitian) :
    (denom X - (1 / 2 : 𝕜) • (1 : Matrix n n 𝕜)).PosSemidef ∧ IsUnit (denom X) ∧
      (fermiStep X).IsHermitian ∧ (fermiStep X).PosSemidef ∧
      (1 - fermiStep X).PosSemidef := by
  refine ⟨denom_sub_half_posSemidef hX, isUnit_denom hX, (fermiStep_posSemidef hX).1,
    fermiStep_posSemidef hX, ?_⟩
  -- the holes are treated exactly as the particles
  rw [← fermiStep_one_sub hX]
  exact fermiStep_posSemidef (isHermitian_one.sub hX)

/-- For Hermitian `K`, one step turns the Fermi-Dirac matrix of `K` into that of `2K`. -/
theorem fermiStep_fermiDirac {K : Matrix n n 𝕜} (hK : K.IsHermitian) :
    fermiStep (fermiDirac K) = fermiDirac (K + K) := by
  have hE : (NormedSpace.exp K).IsHermitian := hK.exp
  -- `1 + exp K` is invertible because `exp K` is the square of the Hermitian `exp (K/2)`
  have hu : IsUnit (1 + NormedSpace.exp K) := by
    have hh : ((1 / 2 : 𝕜) • K).IsHermitian := by
      unfold Matrix.IsHermitian
      rw [conjTranspose_smul, hK.eq]
      simp
    have hs : (1 / 2 : 𝕜) • K + (1 / 2 : 𝕜) • K = K := by module
    have h := isUnit_one_add_sq (NormedSpace.exp ((1 / 2 : 𝕜) • K))
    rw [hh.exp.eq, ← Matrix.exp_add_of_commute _ _ (Commute.refl _), hs] at h
    exact h
  have hX : (fermiDirac K).IsHermitian := (isHermitian_one.add hE).inv
  have h1 : (1 + NormedSpace.exp K) * fermiDirac K = 1 := mul_inv_of_isUnit hu
  have h2 : fermiDirac K * (1 + NormedSpace.exp K) = 1 := mul_eq_one_comm.mp h1
  have h3 : fermiDirac (K + K) = (1 + NormedSpace.exp K * NormedSpace.exp K)⁻¹ := by
    rw [fermiDirac, Matrix.exp_add_of_commute _ _ (Commute.refl K)]
  rw [h3]
  generalize fermiDirac K = X at hX h1 h2 ⊢
  generalize NormedSpace.exp K = E at h1 h2 ⊢
  rw [add_mul, one_mul] at h1
  rw [mul_add, mul_one] at h2
  have hl : 1 - X = E * X := sub_eq_of_eq_add' h1.symm
  have hr : 1 - X = X * E := sub_eq_of_eq_add' h2.symm
  have hc : X * E = E * X := hr.symm.trans hl
  have hd : (1 + E * E) * X ^ 2 = denom X := by
    have hq : E * X * (E * X) = E * E * (X * X) := by
      calc E * X * (E * X) = E * (X * E) * X := by simp only [mul_assoc]
        _ = E * E * (X * X) := by rw [hc]; simp only [mul_assoc]
    rw [denom, hl, pow_two, pow_two, hq, add_mul, one_mul]
  symm
  apply Matrix.inv_eq_right_inv
  rw [fermiStep, ← mul_assoc, hd]
  exact mul_inv_of_isUnit (isUnit_denom hX)

/-- For Hermitian `K`, `m` steps turn the Fermi-Dirac matrix of `K` into that of `2^m K`. -/
theorem fermiStep_iterate_fermiDirac (m : ℕ) {K : Matrix n n 𝕜} (hK : K.IsHermitian) :
    fermiStep^[m] (fermiDirac K) = fermiDirac ((2 ^ m : ℕ) • K) := by
  induction m generalizing K with
  | zero => simp
  | succ m ih =>
    rw [Function.iterate_succ_apply, fermiStep_fermiDirac hK, ih (hK.add hK), pow_succ,
      mul_smul, two_nsmul]

end

end FiniteTemperaturePurification
```

```lean
#print axioms FiniteTemperaturePurification.fermiStep_commute
#print axioms FiniteTemperaturePurification.fermiStep_wellPosed
#print axioms FiniteTemperaturePurification.fermiStep_fermiDirac
#print axioms FiniteTemperaturePurification.fermiStep_iterate_fermiDirac
```

```
'FiniteTemperaturePurification.fermiStep_commute' depends on axioms: [propext, Classical.choice, Quot.sound]
'FiniteTemperaturePurification.fermiStep_wellPosed' depends on axioms: [propext, Classical.choice, Quot.sound]
'FiniteTemperaturePurification.fermiStep_fermiDirac' depends on axioms: [propext, Classical.choice, Quot.sound]
'FiniteTemperaturePurification.fermiStep_iterate_fermiDirac' depends on axioms: [propext, Classical.choice, Quot.sound]
```

## How the theorems read

`Matrix n n 𝕜` is a square matrix with a finite index type `n` and entries in `𝕜`, which is $\mathbb R$ or $\mathbb C$. `denom X` is $M$, `fermiStep X` is $Y$ and `fermiDirac K` is $f(K)$. The only hypothesis on the input is `X.IsHermitian`, or `K.IsHermitian` in the thermal theorems. `PosSemidef` includes being Hermitian, and `IsUnit (denom X)` says that $M$ has a true inverse.

`fermiStep_wellPosed` collects all the bounds. `fermiStep_fermiDirac` is the doubling of $K$, and `fermiStep_iterate_fermiDirac` is its $m$-fold version, by induction on $m$. `fermiStep_commute` adds that every matrix commuting with $X$ commutes with $Y$; if $X$ commutes with $H$, so does the output.

## How the proof follows the algebra

`denom_sub_half_posSemidef` completes the first square, with `module` checking the scalar coefficients. `isUnit_denom` uses the second square: `isUnit_one_add_sq` supplies an inverse of $2M$, and twice that inverse is an inverse of $M$.

In `fermiStep_posSemidef`, `commute_inv` provides $XN=NX$. The `generalize` step then replaces the inverse by a plain symbol `N` that carries only the identities needed. The `calc` block is the chain for $Y$ above, and `noncomm_ring` expands the final products without assuming that matrices commute. `fermiStep_one_sub` is the exchange of particles and holes that yields the bound on $1-Y$.

`fermiStep_fermiDirac` treats $X$ and $E$ as symbols in the same way. It proves $(1+E^2)X^2=M$ as `hd` and concludes by uniqueness of the inverse.

## Exact arithmetic, orthonormal basis, Hermitian input

The theorems concern exact finite matrices. Rounding, sparsity thresholds and incomplete iterative solves are not modelled, and neither is the error of the linear starting matrix: the thermal theorems start from an exact $f(K)$. The formulas use the identity matrix as overlap, so as written they apply in an orthonormal basis, for example after orthogonalising a non-orthogonal one.

Hermiticity stands for real occupations with orthogonal natural orbitals, and truncation in a code can break it. Without Hermiticity the bounds are not guaranteed. An extreme case, much further from symmetric than a small truncation error would give, is the real matrix

$$X=\tfrac12\begin{pmatrix}1&-1\\1&1\end{pmatrix}$$

Here $(2X-1)^2=-1$, so $M=0$ and the step is undefined. Symmetrising $X$ after truncation restores the hypothesis.
